# Stinespring dilation of a finite-dimensional Kraus channel

An arbitrary list of matrices K_k defines a map ρ ↦ Σ_k K_k ρ K_k†, but the formula alone neither conserves probability nor ties the map to an environment. The single matrix diag(1, √(1−γ)), with a real number 0 < γ ≤ 1, sends the qubit state diag(0,1) to diag(0, 1−γ), so probability γ is lost. Stacking the K_k into one matrix V turns conservation of probability into the condition V†V = 1 and turns the map into a partial trace.

## Objects

The finite index types `m`, `n`, `ι` label bases of the input (index b), output (index a) and environment (index k); `κ` labels a second environment (index j). In Lean `ᴴ` is the adjoint † and `⊗ₖ` the Kronecker product; z* is the complex conjugate of a number z.

```lean
import Mathlib

open Matrix
open scoped Kronecker ComplexOrder

namespace StinespringDilation

noncomputable section

variable {m n ι κ : Type*} [Fintype m] [Fintype n] [Fintype ι] [Fintype κ]
```

Each K_k maps input to output, and for any square matrix ρ on the input

Φ_K(ρ) = Σ_k K_k ρ K_k†.

```lean
/-- The Kraus map `ρ ↦ ∑ₖ Kₖ ρ Kₖ†` from the input space `m` to the output space `n`. -/
def krausMap (K : ι → Matrix n m ℂ) (ρ : Matrix m m ℂ) : Matrix n n ℂ :=
  ∑ k, K k * ρ * (K k)ᴴ
```

The family is complete when

Σ_k K_k† K_k = 1.

```lean
/-- The completeness relation `∑ₖ Kₖ† Kₖ = 1` of a family of Kraus matrices. -/
def IsKrausComplete [DecidableEq m] (K : ι → Matrix n m ℂ) : Prop :=
  ∑ k, (K k)ᴴ * K k = 1
```

The stacked matrix has rows (a,k), output first and environment second:

(V_K)_((a,k),b) = (K_k)_ab.

```lean
/-- The Stinespring matrix `V` from the input space to output ⊗ environment, with entries
`V_((a,k),b) = (Kₖ)_ab`. -/
def stinespring (K : ι → Matrix n m ℂ) : Matrix (n × ι) m ℂ :=
  Matrix.of fun p b => K p.2 p.1 b
```

For Y on output ⊗ environment the partial trace is

(Tr_E Y)_aa′ = Σ_k Y_((a,k),(a′,k)).

```lean
/-- The partial trace over the environment index of an operator on output ⊗ environment. -/
def traceEnv (X : Matrix (n × ι) (n × ι) ℂ) : Matrix n n ℂ :=
  Matrix.of fun a a' => ∑ k, X (a, k) (a', k)
```

Any V of this shape has blocks (B_k)_ab = V_((a,k),b).

```lean
/-- The block of `V` at fixed environment index `k`, with entries `V_((a,k),b)`. -/
def krausOf (V : Matrix (n × ι) m ℂ) (k : ι) : Matrix n m ℂ :=
  Matrix.of fun a b => V (a, k) b
```

A matrix U with entries U_jk mixes a family into M_j = Σ_k U_jk K_k.

```lean
/-- The mixed family `Mⱼ = ∑ₖ Uⱼₖ Kₖ` obtained from a matrix `U` on the environment indices. -/
def mixKraus (U : Matrix κ ι ℂ) (K : ι → Matrix n m ℂ) (j : κ) : Matrix n m ℂ :=
  ∑ k, U j k • K k
```

A density matrix is positive semidefinite (which includes Hermitian) with trace 1.

```lean
/-- A density matrix: positive semidefinite with unit trace. -/
def IsDensity (ρ : Matrix m m ℂ) : Prop :=
  ρ.PosSemidef ∧ ρ.trace = 1
```

Amplitude damping has K_0 = diag(1, √(1−γ)) and K_1 with the single nonzero entry (K_1)_01 = √γ; basis state 1 decays to basis state 0.

```lean
/-- The two Kraus matrices of qubit amplitude damping with real parameter `γ`, which is the decay probability when `0 ≤ γ ≤ 1`. -/
def amplitudeDamping (γ : ℝ) : Fin 2 → Matrix (Fin 2) (Fin 2) ℂ :=
  ![!![1, 0; 0, ((Real.sqrt (1 - γ) : ℝ) : ℂ)], !![0, ((Real.sqrt γ : ℝ) : ℂ); 0, 0]]
```

## The dilation

For two families K and L on the same environment,

(V_K† V_L)_bb′ = Σ_(a,k) (K_k)_ab* (L_k)_ab′ = Σ_k (K_k† L_k)_bb′.

`Fintype.sum_prod_type` splits the sum over pairs and `Finset.sum_comm` moves k outside.

```lean
omit [Fintype m] in
/-- For two families with the same environment, `V_K† V_L = ∑ₖ Kₖ† Lₖ`. -/
theorem stinespring_gram (K L : ι → Matrix n m ℂ) :
    (stinespring K)ᴴ * stinespring L = ∑ k, (K k)ᴴ * L k := by
  ext b b'
  -- split the sum over pairs (a, k) and exchange the two sums
  simp only [Matrix.mul_apply, Matrix.conjTranspose_apply, stinespring, Matrix.of_apply,
    Matrix.sum_apply, Fintype.sum_prod_type]
  exact Finset.sum_comm
```

Write V = V_K. Setting both environment indices to k and summing,

(Tr_E VρV†)_aa′ = Σ_k Σ_b,b′ (K_k)_ab ρ_bb′ (K_k)_a′b′* = Φ_K(ρ)_aa′.

Completeness is not used, and both sides unfold to the same sum.

```lean
omit [Fintype n] in
/-- Tracing the environment out of `V ρ V†` gives `∑ₖ Kₖ ρ Kₖ†`, for any family `K`. -/
theorem traceEnv_stinespring (K : ι → Matrix n m ℂ) (ρ : Matrix m m ℂ) :
    traceEnv (stinespring K * ρ * (stinespring K)ᴴ) = krausMap K ρ := by
  ext a a'
  simp only [traceEnv, krausMap, stinespring, Matrix.of_apply, Matrix.sum_apply,
    Matrix.mul_apply, Matrix.conjTranspose_apply]
```

With L = K and completeness `hK`, the first identity gives V†V = 1. The main theorem pairs this with Tr_E VρV† = Φ_K(ρ) for every matrix ρ, physical or not.

```lean
/-- Stinespring dilation: for a complete Kraus family, `V† V = 1` and the partial trace of
`V ρ V†` over the environment is `∑ₖ Kₖ ρ Kₖ†` for every `ρ`. -/
theorem stinespring_dilation [DecidableEq m] (K : ι → Matrix n m ℂ) (hK : IsKrausComplete K) :
    (stinespring K)ᴴ * stinespring K = 1 ∧
      ∀ ρ : Matrix m m ℂ, traceEnv (stinespring K * ρ * (stinespring K)ᴴ) = krausMap K ρ :=
  ⟨(stinespring_gram K K).trans hK, traceEnv_stinespring K⟩
```

Stinespring's theorem starts from a completely positive map; here the Kraus form is given as data and all spaces are finite-dimensional, so the step from complete positivity to Kraus matrices is assumed. V is an isometry into output ⊗ environment, a space of dimension at least that of the input, and neither its extension to a unitary nor minimality of the environment is treated. For a noisy finite register with known Kraus matrices, VρV† followed by the partial trace over the environment thus gives one channel step. The matrix VρV† also contains the blocks K_k ρ K_l† with k ≠ l, which the partial trace discards; a numerical calculation that needs only the output avoids computing them by summing the K_k ρ K_k† directly.

## Converse

Stacking the blocks B_k of V returns V entry by entry.

```lean
omit [Fintype m] [Fintype n] [Fintype ι] in
/-- Every matrix `V` into output ⊗ environment is the Stinespring matrix of its own blocks. -/
theorem stinespring_krausOf (V : Matrix (n × ι) m ℂ) : stinespring (krausOf V) = V := by
  ext ⟨a, k⟩ b
  rfl
```

Both identities then apply to the family B. If V†V = 1, then Σ_k B_k† B_k = 1 and Tr_E VρV† = Φ_B(ρ).

```lean
/-- Converse: the blocks of an isometry `V` form a complete Kraus family whose Kraus map is
the partial trace of `V ρ V†` over the environment. -/
theorem kraus_of_isometry [DecidableEq m] (V : Matrix (n × ι) m ℂ) (hV : Vᴴ * V = 1) :
    IsKrausComplete (krausOf V) ∧
      ∀ ρ : Matrix m m ℂ, traceEnv (V * ρ * Vᴴ) = krausMap (krausOf V) ρ := by
  constructor
  · have h := stinespring_gram (krausOf V) (krausOf V)
    rw [stinespring_krausOf] at h
    exact h.symm.trans hV
  · intro ρ
    have h := traceEnv_stinespring (krausOf V) ρ
    rw [stinespring_krausOf] at h
    exact h
```

## Operators on output and environment

For X on the output, (X⊗U)_((a,j),(a′,k)) = X_aa′ U_jk, so

((X⊗U)V_K)_((a,j),b) = Σ_k U_jk (X K_k)_ab,

which is the stacking of the family Σ_k U_jk X K_k.

```lean
omit [Fintype m] [Fintype κ] in
/-- Acting with `X ⊗ U` on the Stinespring matrix of `K` gives the Stinespring matrix of the
family `∑ₖ Uⱼₖ X Kₖ`. -/
theorem kronecker_mul_stinespring (X : Matrix n n ℂ) (U : Matrix κ ι ℂ)
    (K : ι → Matrix n m ℂ) :
    (X ⊗ₖ U) * stinespring K = stinespring (mixKraus U fun k => X * K k) := by
  ext ⟨a, j⟩ b
  simp only [Matrix.mul_apply, stinespring, mixKraus, Matrix.of_apply,
    Matrix.kroneckerMap_apply, Fintype.sum_prod_type, Matrix.sum_apply, Matrix.smul_apply,
    smul_eq_mul, Finset.mul_sum]
  rw [Finset.sum_comm]
  refine Finset.sum_congr rfl fun k _ => Finset.sum_congr rfl fun a' _ => ?_
  ring
```

With U = 1 the family is X K_k (`hone`), and `stinespring_gram` with L_k = X K_k gives the Heisenberg form

V†(X⊗1)V = Σ_k K_k† X K_k.

```lean
omit [Fintype m] in
/-- Heisenberg picture: `V† (X ⊗ 1) V = ∑ₖ Kₖ† X Kₖ` for every output operator `X`. -/
theorem heisenberg_stinespring [DecidableEq ι] (K : ι → Matrix n m ℂ) (X : Matrix n n ℂ) :
    (stinespring K)ᴴ * (X ⊗ₖ (1 : Matrix ι ι ℂ)) * stinespring K
      = ∑ k, (K k)ᴴ * X * K k := by
  have hone : mixKraus (1 : Matrix ι ι ℂ) (fun k => X * K k) = fun k => X * K k := by
    funext j
    simp [mixKraus, Matrix.one_apply, ite_smul]
  rw [Matrix.mul_assoc, kronecker_mul_stinespring, hone, stinespring_gram]
  simp only [Matrix.mul_assoc]
```

With X = 1, `kronecker_mul_stinespring` gives V_M = (1⊗U)V_K. If U†U = 1, that is Σ_j U_jl* U_jk = δ_lk with l a second index in `ι` (`hU'`), then

Φ_M(ρ) = Σ_l,k (Σ_j U_jl* U_jk) K_k ρ K_l† = Φ_K(ρ).

The `calc` steps expand the product, move the sum over j inside and collapse δ_lk. The theorem runs in this direction only: such a U preserves the map.

```lean
/-- Mixing the Kraus matrices by an isometry `U` of the environment replaces `V` by
`(1 ⊗ U) V` and leaves the Kraus map unchanged. -/
theorem mixKraus_isometry [DecidableEq n] [DecidableEq ι] (U : Matrix κ ι ℂ)
    (hU : Uᴴ * U = 1) (K : ι → Matrix n m ℂ) :
    stinespring (mixKraus U K) = ((1 : Matrix n n ℂ) ⊗ₖ U) * stinespring K ∧
      ∀ ρ : Matrix m m ℂ, krausMap (mixKraus U K) ρ = krausMap K ρ := by
  constructor
  · rw [kronecker_mul_stinespring]
    simp only [Matrix.one_mul]
  · intro ρ
    -- orthonormality of the columns of U
    have hU' : ∀ l k, ∑ j, star (U j l) * U j k = if l = k then (1 : ℂ) else 0 := by
      intro l k
      have h := congrFun (congrFun hU l) k
      simp only [Matrix.mul_apply, Matrix.conjTranspose_apply, Matrix.one_apply] at h
      exact h
    calc krausMap (mixKraus U K) ρ
        = ∑ j, (∑ k, U j k • K k) * ρ * (∑ l, U j l • K l)ᴴ := rfl
      _ = ∑ j, ∑ l, ∑ k, (star (U j l) * U j k) • (K k * ρ * (K l)ᴴ) := by
          refine Finset.sum_congr rfl fun j _ => ?_
          rw [Matrix.conjTranspose_sum, Matrix.mul_sum]
          refine Finset.sum_congr rfl fun l _ => ?_
          simp only [Matrix.sum_mul]
          refine Finset.sum_congr rfl fun k _ => ?_
          rw [Matrix.conjTranspose_smul, Matrix.mul_smul, Matrix.smul_mul, Matrix.smul_mul,
            smul_smul]
      _ = ∑ l, ∑ k, (∑ j, star (U j l) * U j k) • (K k * ρ * (K l)ᴴ) := by
          rw [Finset.sum_comm]
          refine Finset.sum_congr rfl fun l _ => ?_
          rw [Finset.sum_comm]
          refine Finset.sum_congr rfl fun k _ => ?_
          rw [Finset.sum_smul]
      _ = ∑ k, K k * ρ * (K k)ᴴ := by
          simp only [hU']
          simp [ite_smul]
      _ = krausMap K ρ := rfl
```

## Trace and positivity

Cyclicity (`ht`) gives

Tr Φ_K(ρ) = Σ_k Tr(K_k† K_k ρ) = Tr(V†Vρ),

which is Tr ρ when V†V = 1. Conversely, for input indices i, j (the proof's names) let E have the single entry 1 at (j,i); then Tr(GE) = G_ij for every G (`key`). Trace preservation at ρ = E yields (V†V)_ij = δ_ij. Such E need not be a state, and the left side of the equivalence ranges over all matrices.

```lean
/-- The Kraus map preserves the trace of every matrix if and only if `V† V = 1`. -/
theorem trace_preserving_iff_isometry [DecidableEq m] (K : ι → Matrix n m ℂ) :
    (∀ ρ : Matrix m m ℂ, (krausMap K ρ).trace = ρ.trace) ↔
      (stinespring K)ᴴ * stinespring K = 1 := by
  -- cyclicity of the trace
  have ht : ∀ ρ : Matrix m m ℂ,
      (krausMap K ρ).trace = ((stinespring K)ᴴ * stinespring K * ρ).trace := by
    intro ρ
    rw [stinespring_gram]
    simp only [krausMap, Matrix.trace_sum, Matrix.sum_mul]
    refine Finset.sum_congr rfl fun k _ => ?_
    rw [Matrix.trace_mul_cycle]
  -- matrix units read off single entries
  have key : ∀ i j : m, ∃ E : Matrix m m ℂ, ∀ G : Matrix m m ℂ, (G * E).trace = G i j := by
    intro i j
    refine ⟨Matrix.of fun p q => if p = j then (if q = i then 1 else 0) else 0, fun G => ?_⟩
    simp [Matrix.trace, Matrix.mul_apply]
  constructor
  · intro h
    ext i j
    obtain ⟨E, hE⟩ := key i j
    have h1 := h E
    rw [ht, hE] at h1
    have h2 := hE 1
    rw [Matrix.one_mul] at h2
    exact h1.trans h2
  · intro hV ρ
    rw [ht, hV, Matrix.one_mul]
```

For a density matrix ρ, a matrix A and a vector v, v†AρA†v = (A†v)†ρ(A†v) ≥ 0, so VρV† and each K_k ρ K_k† are positive semidefinite. For complete K the traces are Tr(V†Vρ) = 1. For the sum over k, `Finset.sum_induction` is used; it proves a property of a finite sum from closure under addition, its truth for zero and its truth for each term.

```lean
/-- For a complete Kraus family and a density matrix `ρ`, both the joint state `V ρ V†` and
the output `∑ₖ Kₖ ρ Kₖ†` are density matrices. -/
theorem isDensity_dilation [DecidableEq m] (K : ι → Matrix n m ℂ) (hK : IsKrausComplete K)
    (ρ : Matrix m m ℂ) (hρ : IsDensity ρ) :
    IsDensity (stinespring K * ρ * (stinespring K)ᴴ) ∧ IsDensity (krausMap K ρ) := by
  have hV := (stinespring_dilation K hK).1
  refine ⟨⟨hρ.1.mul_mul_conjTranspose_same _, ?_⟩, ⟨?_, ?_⟩⟩
  · rw [Matrix.trace_mul_cycle, hV, Matrix.one_mul]
    exact hρ.2
  · -- each term is positive semidefinite, hence so is the sum
    unfold krausMap
    exact Finset.sum_induction _ Matrix.PosSemidef (fun _ _ ha hb => ha.add hb)
      Matrix.PosSemidef.zero (fun k _ => hρ.1.mul_mul_conjTranspose_same (K k))
  · exact ((trace_preserving_iff_isometry K).mpr hV ρ).trans hρ.2
```

## Amplitude damping

Put c = √(1−γ) and s = √γ; for 0 ≤ γ ≤ 1, c² = 1−γ and s² = γ (`hc`, `hs`). Then

K_0†K_0 + K_1†K_1 = diag(1, c²) + diag(0, s²) = 1,

Φ_K(diag(0,1)) = diag(0, c²) + diag(s², 0) = diag(γ, 1−γ).

`key1` and `key2` check the four entries of each line for real c and s subject only to these relations. The term K_1 restores the probability γ lost by K_0 alone.

```lean
/-- Amplitude damping with `0 ≤ γ ≤ 1` is a complete Kraus family, and its dilation followed
by the partial trace sends `diag(0, 1)` to `diag(γ, 1 - γ)`. -/
theorem amplitudeDamping_witness (γ : ℝ) (h0 : 0 ≤ γ) (h1 : γ ≤ 1) :
    IsKrausComplete (amplitudeDamping γ) ∧
      traceEnv (stinespring (amplitudeDamping γ) * (!![0, 0; 0, 1] : Matrix (Fin 2) (Fin 2) ℂ)
        * (stinespring (amplitudeDamping γ))ᴴ) = !![(γ : ℂ), 0; 0, 1 - (γ : ℂ)] := by
  have hc : ((Real.sqrt (1 - γ) : ℝ) : ℂ) * ((Real.sqrt (1 - γ) : ℝ) : ℂ) = 1 - (γ : ℂ) := by
    exact_mod_cast Real.mul_self_sqrt (sub_nonneg.mpr h1)
  have hs : ((Real.sqrt γ : ℝ) : ℂ) * ((Real.sqrt γ : ℝ) : ℂ) = (γ : ℂ) := by
    exact_mod_cast Real.mul_self_sqrt h0
  have key1 : ∀ c s : ℝ, (c : ℂ) * c + (s : ℂ) * s = 1 →
      (!![1, 0; 0, (c : ℂ)] : Matrix (Fin 2) (Fin 2) ℂ)ᴴ * !![1, 0; 0, (c : ℂ)]
        + (!![0, (s : ℂ); 0, 0] : Matrix (Fin 2) (Fin 2) ℂ)ᴴ * !![0, (s : ℂ); 0, 0] = 1 := by
    intro c s h
    ext i j
    simp only [Matrix.add_apply, Matrix.mul_apply, Fin.sum_univ_two,
      Matrix.conjTranspose_apply]
    fin_cases i <;> fin_cases j <;> simp [h]
  have key2 : ∀ (c s : ℝ) (g : ℂ), (c : ℂ) * c = 1 - g → (s : ℂ) * s = g →
      (!![1, 0; 0, (c : ℂ)] : Matrix (Fin 2) (Fin 2) ℂ)
          * (!![0, 0; 0, 1] : Matrix (Fin 2) (Fin 2) ℂ)
          * (!![1, 0; 0, (c : ℂ)] : Matrix (Fin 2) (Fin 2) ℂ)ᴴ
        + (!![0, (s : ℂ); 0, 0] : Matrix (Fin 2) (Fin 2) ℂ)
          * (!![0, 0; 0, 1] : Matrix (Fin 2) (Fin 2) ℂ)
          * (!![0, (s : ℂ); 0, 0] : Matrix (Fin 2) (Fin 2) ℂ)ᴴ = !![g, 0; 0, 1 - g] := by
    intro c s g ha hb
    ext i j
    simp only [Matrix.add_apply, Matrix.mul_apply, Fin.sum_univ_two,
      Matrix.conjTranspose_apply]
    fin_cases i <;> fin_cases j <;> simp [ha, hb]
  constructor
  · unfold IsKrausComplete
    rw [Fin.sum_univ_two]
    exact key1 (Real.sqrt (1 - γ)) (Real.sqrt γ) (by rw [hc, hs]; ring)
  · rw [traceEnv_stinespring]
    unfold krausMap
    rw [Fin.sum_univ_two]
    exact key2 (Real.sqrt (1 - γ)) (Real.sqrt γ) γ hc hs

end

end StinespringDilation
```

```lean
#print axioms StinespringDilation.stinespring_dilation
-- 'StinespringDilation.stinespring_dilation' depends on axioms: [propext, Classical.choice, Quot.sound]
#print axioms StinespringDilation.heisenberg_stinespring
-- 'StinespringDilation.heisenberg_stinespring' depends on axioms: [propext, Classical.choice, Quot.sound]
#print axioms StinespringDilation.mixKraus_isometry
-- 'StinespringDilation.mixKraus_isometry' depends on axioms: [propext, Classical.choice, Quot.sound]
#print axioms StinespringDilation.isDensity_dilation
-- 'StinespringDilation.isDensity_dilation' depends on axioms: [propext, Classical.choice, Quot.sound]
```
